# In a stable harmonic lattice, a displacement with zero elastic energy produces no force

The lattice has finitely many sites with one real displacement component each, and its harmonic forces are given by a real symmetric matrix F whose quadratic form u·Fu, the elastic energy up to a constant factor, is never negative. Stability here also means that Fu vanishes exactly when u is a uniform translation, though the proof does not use this condition. The declaration states that if u·Fu = 0, then Fu = 0. The attempt chooses a real t with |Fu|² = t(Fu·F(Fu) + 1) and uses the nonnegative energy of the displacement u − tFu to get t² ≤ 0. Hence t = 0, so |Fu|² = 0 and the force vanishes.

Lean 4 with Mathlib refuses this proof:

```lean
import Mathlib

open Matrix

namespace ForceEqZero

variable {n : Type*} [Fintype n] {F : Matrix n n ℝ} {Z : n → ℝ}

/-- A force matrix, with one displacement component per site, that is symmetric, has nonnegative
elastic energy, and gives no restoring force exactly for the uniform translations. -/
structure IsStableLattice (F : Matrix n n ℝ) : Prop where
  symm : Fᵀ = F
  nonneg : ∀ u : n → ℝ, 0 ≤ u ⬝ᵥ F *ᵥ u
  ker : ∀ u : n → ℝ, F *ᵥ u = 0 ↔ ∃ c : ℝ, u = fun _ => c

/-- Reciprocity in a stable lattice: the work of the forces of `v` along `u` equals the work of
the forces of `u` along `v`. -/
theorem IsStableLattice.reciprocity (h : IsStableLattice F) (u v : n → ℝ) :
    u ⬝ᵥ F *ᵥ v = v ⬝ᵥ F *ᵥ u := by
  rw [Matrix.dotProduct_mulVec, ← Matrix.mulVec_transpose, h.symm, dotProduct_comm]

/-- In a stable lattice a displacement that costs no elastic energy produces no force. -/
theorem IsStableLattice.force_eq_zero (h : IsStableLattice F) {u : n → ℝ}
    (hu : u ⬝ᵥ F *ᵥ u = 0) : F *ᵥ u = 0 := by
  have hb := h.nonneg (F *ᵥ u)
  have r := h.reciprocity u (F *ᵥ u)
  -- a step of length t against the force cannot lower the energy below zero
  obtain ⟨t, ht⟩ : ∃ t : ℝ, (F *ᵥ u) ⬝ᵥ (F *ᵥ u)
      = t * ((F *ᵥ u) ⬝ᵥ F *ᵥ (F *ᵥ u) + 1) :=
    ⟨(F *ᵥ u) ⬝ᵥ (F *ᵥ u) / ((F *ᵥ u) ⬝ᵥ F *ᵥ (F *ᵥ u) + 1),
      (div_mul_cancel₀ _ (by linarith)).symm⟩
  have h0 := h.nonneg (u - t • (F *ᵥ u))
  simp only [Matrix.mulVec_sub, Matrix.mulVec_smul, sub_dotProduct, dotProduct_sub,
    smul_dotProduct, dotProduct_smul, smul_eq_mul] at h0
  rw [hu, r, ht] at h0
  have h3 : t ^ 2 ≤ 0 := by nlinarith [mul_nonneg (sq_nonneg t) hb]
  have h4 : t = 0 := by nlinarith [sq_nonneg t, pow_eq_zero_iff (two_ne_zero) |>.1
    (le_antisymm h3 (sq_nonneg t))]
  rw [h4, zero_mul] at ht
  exact dotProduct_self_eq_zero.1 ht

end ForceEqZero
```

The compiler's answer:

```
Main.lean:37:82: error: unexpected token '('; expected ']'
Main.lean:37:48: error: typeclass instance problem is stuck
  IsReduced ?m.251

Note: Lean will not try to resolve this typeclass instance problem because the first, second, and third type arguments to `IsReduced` contain metavariables. These arguments must be fully determined before Lean will try to resolve the typeclass.

Hint: Adding type annotations and supplying implicit arguments to functions can give Lean more information for typeclass resolution. For example, if you have a variable `x` that you intend to be a `Nat`, but Lean reports it as having an unresolved type like `?m`, replacing `x` with `(x : Nat)` can get typeclass resolution un-stuck.
Main.lean:24:43: error: unsolved goals
n : Type u_1
inst✝ : Fintype n
F : Matrix n n ℝ
h : IsStableLattice F
u : n → ℝ
hu : u ⬝ᵥ F *ᵥ u = 0
hb : 0 ≤ F *ᵥ u ⬝ᵥ F *ᵥ F *ᵥ u
r : u ⬝ᵥ F *ᵥ F *ᵥ u = F *ᵥ u ⬝ᵥ F *ᵥ u
t : ℝ
ht : F *ᵥ u ⬝ᵥ F *ᵥ u = t * (F *ᵥ u ⬝ᵥ F *ᵥ F *ᵥ u + 1)
h0 : 0 ≤ 0 - t * (t * (F *ᵥ u ⬝ᵥ F *ᵥ F *ᵥ u + 1)) - t * (t * (F *ᵥ u ⬝ᵥ F *ᵥ F *ᵥ u + 1) - t * F *ᵥ u ⬝ᵥ F *ᵥ F *ᵥ u)
h3 : t ^ 2 ≤ 0
h4 : t = 0
⊢ F *ᵥ u = 0
```

Cause. The first error is one of layout. Inside a `by` block, an argument continued on a new line must start to the right of the column where the block's tactics begin. Here that column is set by `nlinarith`, far to the right of the `(` that opens the next line, so Lean does not take `(le_antisymm …)` as an argument and expects `]` instead.

The other two errors follow. Without its argument, `pow_eq_zero_iff` has nothing to tell it which type the base of the power has, so the search for `IsReduced` is stuck. The proof's last two lines are never reached, which leaves `F *ᵥ u = 0` unsolved, with `h4` already in the context.

The repair gives `h4` directly as a term, with the argument on the same line as the function. The argument is now read, the base is known to be the real number `t`, and the closing lines run. `nlinarith` is not needed, since the term already proves `t = 0`. The annotation `(2 : ℕ) ≠ 0` only spells out the exponent's type, and the reworded comment is mere tidying.

Lean accepts the file once it reads:

```diff
@@ -25,5 +25,5 @@
   have hb := h.nonneg (F *ᵥ u)
   have r := h.reciprocity u (F *ᵥ u)
-  -- a step of length t against the force cannot lower the energy below zero
+  -- for a suitable t, the displacement u - t F u must still have nonnegative elastic energy
   obtain ⟨t, ht⟩ : ∃ t : ℝ, (F *ᵥ u) ⬝ᵥ (F *ᵥ u)
       = t * ((F *ᵥ u) ⬝ᵥ F *ᵥ (F *ᵥ u) + 1) :=
@@ -35,6 +35,6 @@
   rw [hu, r, ht] at h0
   have h3 : t ^ 2 ≤ 0 := by nlinarith [mul_nonneg (sq_nonneg t) hb]
-  have h4 : t = 0 := by nlinarith [sq_nonneg t, pow_eq_zero_iff (two_ne_zero) |>.1
-    (le_antisymm h3 (sq_nonneg t))]
+  have h4 : t = 0 :=
+    (pow_eq_zero_iff (two_ne_zero : (2 : ℕ) ≠ 0)).1 (le_antisymm h3 (sq_nonneg t))
   rw [h4, zero_mul] at ht
   exact dotProduct_self_eq_zero.1 ht
```
